# No nonzero whole number of tetrahelix twists makes a whole number of turns

The tetrahelix is given here only through its ideal twist angle θ = arccos(−2/3); no atoms or Hamiltonian enter. The theorem `cos_mul_twist_ne_one` says that cos(nθ) ≠ 1 for every nonzero integer n, so repeating the twist, in either sense, never restores the original orientation exactly. The attempt shows by induction, from a recurrence for the cosines, that 3^m · 2cos(mθ) is an integer for every natural m, and is not divisible by 3 once m ≥ 1. A cosine equal to 1 would make that integer 2·3^m, which is divisible by 3, and negative n follow because cosine is even.

This version doesn't compile in Lean 4 with Mathlib:

```lean
import Mathlib

open Real

namespace TetrahelixScrew

noncomputable section

/-- The twist angle `arccos (-2/3)` of the tetrahelix. -/
def twist : ℝ := arccos (-2 / 3)

/-- The cosine of the twist angle is `-2/3`. -/
theorem cos_twist : cos twist = -2 / 3 :=
  cos_arccos (by norm_num) (by norm_num)

/-- No nonzero integer multiple of the twist angle has cosine one. -/
theorem cos_mul_twist_ne_one (n : ℤ) (hn : n ≠ 0) : cos (n * twist) ≠ 1 := by
  -- 2 * 3 ^ m * cos (m * twist) is an integer, not divisible by 3 once m ≥ 1
  have key : ∀ m : ℕ, ∃ u v : ℤ, 3 ^ m * (2 * cos (m * twist)) = (u : ℝ) ∧
      3 ^ (m + 1) * (2 * cos (((m : ℝ) + 1) * twist)) = (v : ℝ) ∧ ¬ (3 : ℤ) ∣ v := by
    intro m
    induction m with
    | zero =>
      refine ⟨2, -4, by simp, ?_, by norm_num⟩
      rw [Nat.cast_zero, zero_add, one_mul, cos_twist]
      norm_num
    | succ m ih =>
      obtain ⟨u, v, hu, hv, hd⟩ := ih
      have hrec : cos (((m : ℝ) + 1 + 1) * twist)
          = -4 / 3 * cos (((m : ℝ) + 1) * twist) - cos (m * twist) := by
        have e1 : ((m : ℝ) + 1 + 1) * twist = ((m : ℝ) + 1) * twist + twist := by ring
        have e2 : (m : ℝ) * twist = ((m : ℝ) + 1) * twist - twist := by ring
        rw [e1, e2, cos_add, cos_sub, cos_twist]
        ring
      refine ⟨v, -4 * v - 9 * u, ?_, ?_, by omega⟩
      · push_cast
        exact hv
      · push_cast
        rw [hrec]
        linear_combination -4 * hv - 9 * hu
  have hnat : ∀ m : ℕ, m ≠ 0 → cos ((m : ℝ) * twist) ≠ 1 := by
    intro m hm hc
    obtain ⟨k, rfl⟩ := Nat.exists_eq_succ_of_ne_zero hm
    obtain ⟨u, v, -, hv, hd⟩ := key k
    rw [Nat.cast_succ] at hc
    rw [hc] at hv
    have hv' : (3 : ℤ) ^ (k + 1) * (2 * 1) = v := by exact_mod_cast hv
    exact hd ⟨3 ^ k * 2, by rw [← hv']; ring⟩
  obtain ⟨m, rfl | rfl⟩ := n.eq_nat_or_neg
  · rw [Int.cast_natCast]
    exact hnat m (by omega)
  · rw [Int.cast_neg, Int.cast_natCast, neg_mul, cos_neg]
    exact hnat m (by omega)

end

end TetrahelixScrew
```

The error:

```
Main.lean:25:35: error: Tactic `rewrite` failed: Did not find an occurrence of the pattern
  1 * ?a
in the target expression
  3 ^ 1 * (2 * cos ((0 + 1) * twist)) = ↑(-4)

case zero
n : ℤ
hn : n ≠ 0
⊢ 3 ^ 1 * (2 * cos ((0 + 1) * twist)) = ↑(-4)
```

Cause. The error is in the base case of the induction. Lean reports that `one_mul` found no product of the form `1 * ?a` to rewrite, and the goal it prints shows why: the angle is still `(0 + 1) * twist`, while the exponent of 3 has already become `1`.

Before `zero_add` ran, the goal held two sums of that shape, the natural-number exponent `0 + 1` and the real factor `0 + 1` in the angle. `rw` fixes the lemma's type and argument at the first match, here the exponent, and then rewrites only instances of that same expression. The real sum looks alike but has another type, so it was left alone, and `1 * twist` never appeared.

The repair gives the same four lemmas to `simp only`, which can use a lemma afresh at each place, with different types. Both sums are simplified, `one_mul` then reduces the angle to `twist`, and `cos_twist` supplies −2/3. The arithmetic that remains, 3 · 2 · (−2/3) = −4, is left to the unchanged `norm_num`.

Lean accepts the file once it reads:

```diff
@@ -23,5 +23,5 @@
     | zero =>
       refine ⟨2, -4, by simp, ?_, by norm_num⟩
-      rw [Nat.cast_zero, zero_add, one_mul, cos_twist]
+      simp only [Nat.cast_zero, zero_add, one_mul, cos_twist]
       norm_num
     | succ m ih =>
```
